# The phase of a one-pole RPA dielectric function just above the positive real frequency axis

The model dielectric function is ε(z) = (Ω² − z²)/(D² − z²), with a single bare excitation energy D and a single RPA energy Ω, both given real numbers with 0 < D < Ω. The theorem `tendsto_phase` takes a real frequency w > 0 different from D and Ω, and says that the argument of ε(w + iη) tends, as η → 0 from above, to π if D < w < Ω and to 0 otherwise. The proof starts from the fact that ε(w + iη) tends to the real number ε(w). Between D and Ω this number is negative and is approached through values with positive imaginary part, which gives π. At the other allowed frequencies it is positive, and the proof uses the continuity of the argument there.

The first attempt, which Lean rejects:

```lean
import Mathlib

open Filter Topology MeasureTheory Set
open scoped Real

namespace TendstoPhase

noncomputable section

/-- The dielectric function with bare excitation energy `D` and RPA energy `Ω`,
for complex frequencies `z` with `z ^ 2 ≠ D ^ 2`. -/
def eps (D Ω : ℝ) (z : ℂ) : ℂ := ((Ω : ℂ) ^ 2 - z ^ 2) / ((D : ℂ) ^ 2 - z ^ 2)

/-- For `0 < D < Ω` the dielectric function has positive imaginary part at frequencies
`w + iη` with `w` and `η` positive. -/
theorem eps_im_pos {D Ω w η : ℝ} (hD : 0 < D) (h : D < Ω) (hw : 0 < w) (hη : 0 < η) :
    0 < (eps D Ω (w + η * Complex.I)).im := by
  have key (a : ℝ) : (a : ℂ) ^ 2 - (w + η * Complex.I) ^ 2
      = ⟨a ^ 2 - w ^ 2 + η ^ 2, -(2 * w * η)⟩ := by
    apply Complex.ext <;> simp [pow_two] <;> ring
  have hp : 0 < 2 * w * η := by positivity
  rw [eps, key, key, Complex.div_im, ← sub_div]
  apply div_pos
  · have h2 : 0 < 2 * w * η * (Ω ^ 2 - D ^ 2) := mul_pos hp (by nlinarith)
    dsimp only
    nlinarith [h2]
  · refine Complex.normSq_pos.2 fun h0 => ?_
    have h2 : -(2 * w * η) = 0 := congrArg Complex.im h0
    linarith

/-- Away from the pole, the dielectric function at `w + iη` tends to its real value at `w`
as `η` tends to zero from above. -/
theorem tendsto_eps {D Ω w : ℝ} (hne : D ^ 2 - w ^ 2 ≠ 0) :
    Tendsto (fun η : ℝ => eps D Ω (w + η * Complex.I)) (𝓝[>] 0)
      (𝓝 (((Ω ^ 2 - w ^ 2) / (D ^ 2 - w ^ 2) : ℝ) : ℂ)) := by
  have hden : (D : ℂ) ^ 2 - (w + ((0 : ℝ) : ℂ) * Complex.I) ^ 2 ≠ 0 := by
    have e : (D : ℂ) ^ 2 - (w : ℂ) ^ 2 ≠ 0 := by exact_mod_cast hne
    simpa using e
  have hc : ContinuousAt (fun η : ℝ => eps D Ω (w + η * Complex.I)) 0 := by
    unfold eps
    exact ContinuousAt.div (by fun_prop) (by fun_prop) hden
  have hv : eps D Ω (w + ((0 : ℝ) : ℂ) * Complex.I)
      = (((Ω ^ 2 - w ^ 2) / (D ^ 2 - w ^ 2) : ℝ) : ℂ) := by
    simp [eps]
  rw [← hv]
  exact hc.tendsto.mono_left nhdsWithin_le_nhds

/-- For `0 < D < Ω` the phase just above the real axis tends to `π` between `D` and `Ω`,
and to zero at every other positive frequency except `D` and `Ω` themselves. -/
theorem tendsto_phase {D Ω w : ℝ} (hD : 0 < D) (h : D < Ω) (hw : 0 < w)
    (hwD : w ≠ D) (hwΩ : w ≠ Ω) :
    Tendsto (fun η : ℝ => (eps D Ω (w + η * Complex.I)).arg) (𝓝[>] 0)
      (𝓝 (if D < w ∧ w < Ω then π else 0)) := by
  have hne : D ^ 2 - w ^ 2 ≠ 0 := by
    intro h0
    have h1 : (D - w) * (D + w) = 0 := by linear_combination h0
    rcases mul_eq_zero.1 h1 with h2 | h2
    · exact hwD (by linarith)
    · linarith
  have ht := tendsto_eps (Ω := Ω) hne
  by_cases hin : D < w ∧ w < Ω
  · -- the negative real axis is approached from above
    rw [if_pos hin]
    obtain ⟨h1, h2⟩ := hin
    have hre : ((((Ω ^ 2 - w ^ 2) / (D ^ 2 - w ^ 2) : ℝ) : ℂ)).re < 0 := by
      rw [Complex.ofReal_re]
      exact div_neg_of_pos_of_neg (by nlinarith) (by nlinarith)
    refine (Complex.tendsto_arg_nhdsWithin_im_nonneg_of_re_neg_of_im_zero hre
      (Complex.ofReal_im _)).comp (tendsto_nhdsWithin_iff.2 ⟨ht, ?_⟩)
    filter_upwards [self_mem_nhdsWithin] with η hη
    exact (eps_im_pos hD h hw hη).le
  · -- the boundary value is positive, where the argument is continuous
    rw [if_neg hin]
    have hpos : 0 < (Ω ^ 2 - w ^ 2) / (D ^ 2 - w ^ 2) := by
      rcases lt_or_gt_of_ne hwD with h1 | h1
      · have h2 : w < Ω := h1.trans h
        exact div_pos (by nlinarith) (by nlinarith)
      · have h2 : Ω < w := lt_of_le_of_ne (not_lt.1 fun h3 => hin ⟨h1, h3⟩) hwΩ.symm
        exact div_pos_of_neg_of_neg (by nlinarith) (by nlinarith)
    rw [← Complex.arg_ofReal_of_nonneg hpos.le]
    exact (Complex.continuousAt_arg (Complex.ofReal_mem_slitPlane.2 hpos)).tendsto.comp ht

end

end TendstoPhase
```

Compiling this gives:

```
Main.lean:81:88: error: Application type mismatch: The argument
  ht
has type
  Tendsto (fun η => eps D Ω (↑w + ↑η * Complex.I)) (𝓝[>] 0) (𝓝 ↑((Ω ^ 2 - w ^ 2) / (D ^ 2 - w ^ 2)))
but is expected to have type
  Tendsto (fun η => eps D Ω (↑w + ↑η * Complex.I)) (𝓝[>] (↑((Ω ^ 2 - w ^ 2) / (D ^ 2 - w ^ 2))).arg)
    (𝓝 ↑((Ω ^ 2 - w ^ 2) / (D ^ 2 - w ^ 2)))
in the application
  Tendsto.comp (ContinuousAt.tendsto (Complex.continuousAt_arg (Complex.ofReal_mem_slitPlane.mpr hpos))) ht
```

Lean accepts the file once it reads:

```diff
@@ -78,6 +78,8 @@
       · have h2 : Ω < w := lt_of_le_of_ne (not_lt.1 fun h3 => hin ⟨h1, h3⟩) hwΩ.symm
         exact div_pos_of_neg_of_neg (by nlinarith) (by nlinarith)
-    rw [← Complex.arg_ofReal_of_nonneg hpos.le]
-    exact (Complex.continuousAt_arg (Complex.ofReal_mem_slitPlane.2 hpos)).tendsto.comp ht
+    have hlim :=
+      (Complex.continuousAt_arg (Complex.ofReal_mem_slitPlane.2 hpos)).tendsto.comp ht
+    rw [Complex.arg_ofReal_of_nonneg hpos.le] at hlim
+    exact hlim
 
 end
```

What went wrong. The error is in the last case, where ε(w) is positive and the goal is a limit along `𝓝[>] 0` with value `0`. The attempt wanted to write the value as the argument of ε(w), the form in which continuity gives it. But `rw [← Complex.arg_ofReal_of_nonneg hpos.le]` reads the equation "argument of ε(w) = 0" from right to left, so its pattern is the real number `0`, and `rw` replaces every instance of it. The `0` that η approaches was replaced too. The message shows the result: `ht` is a limit along `𝓝[>] 0`, while the expected type has the argument of ε(w) in place of that `0`.

The repair leaves the goal alone. It first builds the limit `hlim` from continuity and `ht`, with the argument of ε(w) as its value, and then rewrites with the same lemma from left to right. The pattern is now that argument, which occurs only in the value of the limit, so it becomes `0` and `𝓝[>] 0` is untouched. `exact hlim` then closes the goal.
